# Compressed resolvents $g=Q^*(z-H)^{-1}Q$, $Q^*Q=1$, of Hermitian matrices $H$: at non-real $z$, $g-g^*=-2i(\operatorname{Im}z)\,gg^*$ if and only if the retained subspace is invariant

Let $H$ be a complex $n\times n$ matrix, the Hamiltonian in a finite orthonormal basis, and let $z=E+i\eta$ be a complex energy. A star on a matrix is the conjugate transpose, written `ᴴ` in Lean; $\bar z$ is `star z` and $\eta$ is `z.im`. Both signs of $\eta$ are allowed, so retarded and advanced Green's matrices are treated together.

```lean
import Mathlib

open Matrix
open scoped ComplexOrder

namespace CompressedResolvent

noncomputable section

variable {n m : Type*} [Fintype n] [DecidableEq n] [Fintype m] [DecidableEq m]
```

The Green's matrix is $G(z)=(z-H)^{-1}$, with $G$ short for $G(z)$.

```lean
/-- The resolvent (Green's matrix) `(z - H)⁻¹` of a Hamiltonian matrix `H` at energy `z`. -/
def green (H : Matrix n n ℂ) (z : ℂ) : Matrix n n ℂ :=
  (z • (1 : Matrix n n ℂ) - H)⁻¹
```

Let $Q$ be an $n\times m$ matrix whose columns span the states to be retained. The compressed Green's matrix is $g=Q^*GQ$.

```lean
/-- The compression `Q* G Q` of the Green's matrix `G`. For orthonormal columns of `Q` it is the
block of `G` in the subspace they span. -/
def compressedGreen (H : Matrix n n ℂ) (Q : Matrix n m ℂ) (z : ℂ) : Matrix m m ℂ :=
  Qᴴ * green H z * Q
```

With $P=QQ^*$, the leakage is $L=(1-P)G^*Q$. When the columns of $Q$ are orthonormal, as assumed in the main result, it is the part of $G^*Q$ outside the retained subspace.

```lean
/-- The matrix `(1 - Q Q*) G* Q`, `G` being the Green's matrix. For orthonormal columns of `Q` it is
the part of `G* Q` outside the subspace they span. -/
def leakage (H : Matrix n n ℂ) (Q : Matrix n m ℂ) (z : ℂ) : Matrix n m ℂ :=
  (1 - Q * Qᴴ) * (green H z)ᴴ * Q
```

The result has three hypotheses: $H^*=H$ (`hH`), $Q^*Q=1$ (`hQ`) and $\eta\neq0$ (`hz`). Under them, $g-g^*=-2i\eta\,gg^*$ holds exactly when $HQ=Q(Q^*HQ)$, which says that $H$ maps the retained subspace into itself.

## Hermitian $H$: a closed system

Hermiticity means real energies and no gain or loss. By hand it is used first to show that $z-H$ is invertible. If $Hv=zv$ with $v\neq0$, then $v^*Hv$ equals $z\,v^*v$ and, by Hermiticity, also $\bar z\,v^*v$. Hence $z=\bar z$, which contradicts $\eta\neq0$. The Lean proof computes $v^*Hv$ twice, as `h1` and `h2`. Invertibility matters because Lean's `⁻¹` returns the zero matrix when the argument is singular.

```lean
/-- Off the real axis, the Green's matrix of a Hermitian Hamiltonian is a two-sided inverse
of `z - H`. -/
theorem green_inverse {H : Matrix n n ℂ} (hH : H.IsHermitian) {z : ℂ} (hz : z.im ≠ 0) :
    green H z * (z • (1 : Matrix n n ℂ) - H) = 1 ∧
      (z • (1 : Matrix n n ℂ) - H) * green H z = 1 := by
  have hdet : IsUnit (z • (1 : Matrix n n ℂ) - H).det := by
    rw [isUnit_iff_ne_zero]
    intro h0
    obtain ⟨v, hv, hv0⟩ := Matrix.exists_mulVec_eq_zero_iff.mpr h0
    have hHv : H *ᵥ v = z • v := by
      rw [Matrix.sub_mulVec, Matrix.smul_mulVec, Matrix.one_mulVec, sub_eq_zero] at hv0
      exact hv0.symm
    -- evaluate `v* H v` in two ways
    have h1 : star v ⬝ᵥ (H *ᵥ v) = z * (star v ⬝ᵥ v) := by
      rw [hHv, dotProduct_smul, smul_eq_mul]
    have h2 : star v ⬝ᵥ (H *ᵥ v) = star z * (star v ⬝ᵥ v) := by
      have h3 : star v ᵥ* H = star (H *ᵥ v) := by
        rw [Matrix.star_mulVec, hH.eq]
      rw [Matrix.dotProduct_mulVec, h3, hHv, star_smul, smul_dotProduct, smul_eq_mul]
    have hs : star v ⬝ᵥ v ≠ 0 := fun h => hv (dotProduct_star_self_eq_zero.mp h)
    have hzz : z = star z := mul_right_cancel₀ hs (h1.symm.trans h2)
    have him := congrArg Complex.im hzz
    simp only [Complex.star_def, Complex.conj_im] at him
    exact hz (by linarith)
  exact ⟨Matrix.nonsing_inv_mul _ hdet, Matrix.mul_nonsing_inv _ hdet⟩
```

Hermiticity also gives $G(z)^*=G(\bar z)$.

```lean
/-- For Hermitian `H`, the adjoint of the Green's matrix is the Green's matrix at the conjugate
energy. -/
theorem green_conjTranspose {H : Matrix n n ℂ} (hH : H.IsHermitian) (z : ℂ) :
    (green H z)ᴴ = green H (star z) := by
  unfold green
  rw [Matrix.conjTranspose_nonsing_inv, Matrix.conjTranspose_sub, Matrix.conjTranspose_smul,
    Matrix.conjTranspose_one, hH.eq]
```

Since $(\bar z-H)G^*=1$ and $G(z-H)=1$,

$$G-G^*=G\big[(\bar z-H)-(z-H)\big]G^*=(\bar z-z)\,GG^*=-2i\eta\,GG^*.$$

The `calc` block follows this line, with `h3` evaluating the bracket.

```lean
/-- For Hermitian `H` and non-real `z`, the full Green's matrix satisfies `G - G* = -2i (Im z) G
G*`. -/
theorem green_sub_conjTranspose {H : Matrix n n ℂ} (hH : H.IsHermitian) {z : ℂ}
    (hz : z.im ≠ 0) :
    green H z - (green H z)ᴴ =
      (-(2 * Complex.I * (z.im : ℂ))) • (green H z * (green H z)ᴴ) := by
  have hz' : (star z).im ≠ 0 := by simpa using hz
  rw [green_conjTranspose hH]
  have h1 := (green_inverse hH hz).1
  have h2 := (green_inverse hH hz').2
  have hc : star z - z = -(2 * Complex.I * (z.im : ℂ)) := by
    apply Complex.ext
    · simp
    · simp
      ring
  have h3 : (star z • (1 : Matrix n n ℂ) - H) - (z • (1 : Matrix n n ℂ) - H) =
      (-(2 * Complex.I * (z.im : ℂ))) • (1 : Matrix n n ℂ) := by
    rw [← hc, sub_smul]
    abel
  calc green H z - green H (star z)
      = green H z * ((star z • (1 : Matrix n n ℂ) - H) * green H (star z))
        - (green H z * (z • (1 : Matrix n n ℂ) - H)) * green H (star z) := by
        rw [h2, h1, Matrix.mul_one, Matrix.one_mul]
    _ = green H z * ((star z • (1 : Matrix n n ℂ) - H) - (z • (1 : Matrix n n ℂ) - H))
        * green H (star z) := by
        have key : ∀ G M M' G' : Matrix n n ℂ,
            G * (M' * G') - (G * M) * G' = G * (M' - M) * G' := by
          intro G M M' G'
          rw [Matrix.mul_sub, Matrix.sub_mul, Matrix.mul_assoc G M' G']
        exact key _ _ _ _
    _ = _ := by
        rw [h3, Matrix.mul_smul, Matrix.mul_one, Matrix.smul_mul]
```

Without Hermiticity the equivalence fails already for a single level. Take $H=-i\gamma$ with $\gamma>0$, a decaying state, together with $Q=1$ and $\eta>0$. The subspace is the whole space and so is invariant, but $g-g^*=-2i(\eta+\gamma)\,gg^*$.

## $Q^*Q=1$: orthonormal retained states

This hypothesis makes $P$ the orthogonal projector onto the retained subspace: $P^2=QQ^*QQ^*=P$, and therefore $(1-P)^2=1-P$. Compressing the full identity gives $g-g^*=-2i\eta\,Q^*GG^*Q$. Inserting $1=P+(1-P)$ between $G$ and $G^*$ gives

$$Q^*GG^*Q=Q^*GQ\,Q^*G^*Q+Q^*G(1-P)^2G^*Q=gg^*+L^*L,$$

$$g-g^*=-2i\eta\,(gg^*+L^*L).$$

A mistake that comes readily here is to replace $Q^*GG^*Q$ by $gg^*$. The condition $QQ^*=1$ would justify it, but the hypothesis is only $Q^*Q=1$; the difference is the term $L^*L$, which need not vanish. In the Lean proof, `hP` is the projector property and `hsum` is the first display.

```lean
/-- For Hermitian `H`, orthonormal columns of `Q` and non-real `z`, the compressed Green's matrix
`g` and the leakage `L` satisfy `g - g* = -2i (Im z) (g g* + L* L)`. -/
theorem compressed_balance {H : Matrix n n ℂ} (hH : H.IsHermitian) {Q : Matrix n m ℂ}
    (hQ : Qᴴ * Q = 1) {z : ℂ} (hz : z.im ≠ 0) :
    compressedGreen H Q z - (compressedGreen H Q z)ᴴ =
      (-(2 * Complex.I * (z.im : ℂ))) •
        (compressedGreen H Q z * (compressedGreen H Q z)ᴴ
          + (leakage H Q z)ᴴ * leakage H Q z) := by
  have hPP : (Q * Qᴴ) * (Q * Qᴴ) = Q * Qᴴ := by
    calc (Q * Qᴴ) * (Q * Qᴴ) = Q * (Qᴴ * Q) * Qᴴ := by simp only [Matrix.mul_assoc]
      _ = Q * Qᴴ := by rw [hQ, Matrix.mul_one]
  have hP : (1 - Q * Qᴴ) * (1 - Q * Qᴴ) = 1 - Q * Qᴴ := by
    rw [Matrix.sub_mul, Matrix.one_mul, Matrix.mul_sub, Matrix.mul_one, hPP, sub_self, sub_zero]
  have key : ∀ G P : Matrix n n ℂ, G * P * Gᴴ + G * (1 - P) * Gᴴ = G * Gᴴ := by
    intro G P
    rw [← Matrix.add_mul, ← Matrix.mul_add, add_sub_cancel, Matrix.mul_one]
  -- insert the resolution of the identity between G and its adjoint
  have hsum : compressedGreen H Q z * (compressedGreen H Q z)ᴴ
      + (leakage H Q z)ᴴ * leakage H Q z = Qᴴ * (green H z * (green H z)ᴴ) * Q := by
    calc _ = Qᴴ * (green H z * (Q * Qᴴ) * (green H z)ᴴ) * Q
          + Qᴴ * (green H z * ((1 - Q * Qᴴ) * (1 - Q * Qᴴ)) * (green H z)ᴴ) * Q := by
          simp only [compressedGreen, leakage, Matrix.conjTranspose_mul,
            Matrix.conjTranspose_sub, Matrix.conjTranspose_one,
            Matrix.conjTranspose_conjTranspose, Matrix.mul_assoc]
      _ = _ := by
          rw [hP, ← Matrix.add_mul, ← Matrix.mul_add, key]
  have hadj : (compressedGreen H Q z)ᴴ = Qᴴ * (green H z)ᴴ * Q := by
    simp only [compressedGreen, Matrix.conjTranspose_mul,
      Matrix.conjTranspose_conjTranspose, Matrix.mul_assoc]
  rw [hsum, hadj, compressedGreen, ← Matrix.sub_mul, ← Matrix.mul_sub,
    green_sub_conjTranspose hH hz, Matrix.mul_smul, Matrix.smul_mul]
```

The next lemma doesn't need orthonormality. If $HQ=QA$ with $A$ Hermitian, then $(z-H)Q=Q(z-A)$. Multiplying by $(z-H)^{-1}$ on the left and $(z-A)^{-1}$ on the right gives $(z-H)^{-1}Q=Q(z-A)^{-1}$.

```lean
/-- If `H Q = Q A` for Hermitian `H` and `A`, then `Q` also intertwines their Green's matrices at
every non-real `z`. -/
theorem green_intertwines {H : Matrix n n ℂ} (hH : H.IsHermitian) {A : Matrix m m ℂ}
    (hA : A.IsHermitian) {Q : Matrix n m ℂ} (h : H * Q = Q * A) {z : ℂ} (hz : z.im ≠ 0) :
    green H z * Q = Q * green A z := by
  have hM : (z • (1 : Matrix n n ℂ) - H) * Q = Q * (z • (1 : Matrix m m ℂ) - A) := by
    rw [Matrix.sub_mul, Matrix.smul_mul, Matrix.one_mul, Matrix.mul_sub, Matrix.mul_smul,
      Matrix.mul_one, h]
  calc green H z * Q
      = green H z * (Q * ((z • (1 : Matrix m m ℂ) - A) * green A z)) := by
        rw [(green_inverse hA hz).2, Matrix.mul_one]
    _ = green H z * (((z • (1 : Matrix n n ℂ) - H) * Q) * green A z) := by
        rw [hM, Matrix.mul_assoc Q]
    _ = (green H z * (z • (1 : Matrix n n ℂ) - H)) * (Q * green A z) := by
        simp only [Matrix.mul_assoc]
    _ = Q * green A z := by rw [(green_inverse hH hz).1, Matrix.one_mul]
```

It remains to show that $L=0$ is the same as invariance. By the adjoint rule, $L=(1-P)G(\bar z)Q$.

Suppose $L=0$. Then $G(\bar z)Q=QB$ with $B=Q^*G(\bar z)Q$, so $(\bar z-H)QB=Q$. Put $K=\bar z-Q^*HQ=Q^*(\bar z-H)Q$. Multiplying by $Q^*$ on the left gives $KB=1$, and because these are finite square matrices, $BK=1$ too. Hence

$$(\bar z-H)Q=(\bar z-H)QBK=QK=\bar zQ-Q(Q^*HQ),$$

and cancelling $\bar zQ$ leaves $HQ=Q(Q^*HQ)$.

Conversely, suppose $HQ=QA$ with $A=Q^*HQ$, which is Hermitian. The previous lemma at $\bar z$ gives $G(\bar z)Q=Q(\bar z-A)^{-1}$, and $(1-P)Q=Q-Q(Q^*Q)=0$, so $L=0$.

In Lean, `hKB` is $KB=1$, and `mul_eq_one_comm` turns it into $BK=1$.

```lean
/-- For Hermitian `H`, orthonormal columns of `Q` and non-real `z`, the leakage vanishes exactly
when the retained subspace is invariant under `H`. -/
theorem leakage_eq_zero_iff {H : Matrix n n ℂ} (hH : H.IsHermitian) {Q : Matrix n m ℂ}
    (hQ : Qᴴ * Q = 1) {z : ℂ} (hz : z.im ≠ 0) :
    leakage H Q z = 0 ↔ H * Q = Q * (Qᴴ * H * Q) := by
  have hz' : (star z).im ≠ 0 := by simpa using hz
  rw [leakage, green_conjTranspose hH, Matrix.sub_mul, Matrix.sub_mul, Matrix.one_mul,
    sub_eq_zero]
  constructor
  · intro h
    obtain ⟨B, hB⟩ : ∃ B : Matrix m m ℂ, green H (star z) * Q = Q * B :=
      ⟨Qᴴ * (green H (star z) * Q), by simpa only [Matrix.mul_assoc] using h⟩
    have h1 : (star z • (1 : Matrix n n ℂ) - H) * Q * B = Q := by
      rw [Matrix.mul_assoc, ← hB, ← Matrix.mul_assoc, (green_inverse hH hz').2, Matrix.one_mul]
    have hK : star z • (1 : Matrix m m ℂ) - Qᴴ * H * Q =
        Qᴴ * ((star z • (1 : Matrix n n ℂ) - H) * Q) := by
      rw [Matrix.sub_mul, Matrix.smul_mul, Matrix.one_mul, Matrix.mul_sub, Matrix.mul_smul,
        hQ, Matrix.mul_assoc]
    -- B inverts the compressed block, first from the right and hence from the left
    have hKB : (star z • (1 : Matrix m m ℂ) - Qᴴ * H * Q) * B = 1 := by
      rw [hK, Matrix.mul_assoc, h1, hQ]
    have hBK := mul_eq_one_comm.mp hKB
    have h2 : (star z • (1 : Matrix n n ℂ) - H) * Q =
        Q * (star z • (1 : Matrix m m ℂ) - Qᴴ * H * Q) := by
      calc (star z • (1 : Matrix n n ℂ) - H) * Q
          = (star z • (1 : Matrix n n ℂ) - H) * Q *
            (B * (star z • (1 : Matrix m m ℂ) - Qᴴ * H * Q)) := by
            rw [hBK, Matrix.mul_one]
        _ = _ := by rw [← Matrix.mul_assoc, h1]
    rw [Matrix.sub_mul, Matrix.smul_mul, Matrix.one_mul, Matrix.mul_sub, Matrix.mul_smul,
      Matrix.mul_one] at h2
    exact sub_right_inj.mp h2
  · intro h
    have hA := Matrix.isHermitian_conjTranspose_mul_mul Q hH
    rw [Matrix.mul_assoc (Q * Qᴴ), green_intertwines hH hA h hz', ← Matrix.mul_assoc,
      Matrix.mul_assoc Q, hQ, Matrix.mul_one]
```

Without normalisation the equivalence fails for $1\times1$ matrices. With $H=0$ and $Q=2$, the condition $HQ=Q(Q^*HQ)$ reads $0=0$. But $g=4/z$, so $g-g^*=-8i\eta/|z|^2$ while $-2i\eta\,gg^*=-32i\eta/|z|^2$.

## $\eta\neq0$: an energy off the real axis

Physically, $|\eta|$ is the uniform broadening given to every level. Besides securing the inverse, a nonzero $\eta$ is what makes the identity sensitive to leakage. By the balance, $g-g^*=-2i\eta\,gg^*$ says that $-2i\eta\,L^*L=0$. Since $\eta\neq0$, this means $L^*L=0$. The diagonal entries of $L^*L$ are the squared norms of the columns of $L$, so $L=0$, which is invariance. In the proof, `hc` records that the prefactor is nonzero, and the final rewrite passes from $L^*L=0$ to $L=0$.

```lean
/-- For Hermitian `H`, orthonormal columns of `Q` and non-real `z`, the compressed Green's matrix
obeys `g - g* = -2i (Im z) g g*` if and only if the retained subspace is invariant under the
Hamiltonian. -/
theorem compressed_identity_iff_invariant {H : Matrix n n ℂ} (hH : H.IsHermitian)
    {Q : Matrix n m ℂ} (hQ : Qᴴ * Q = 1) {z : ℂ} (hz : z.im ≠ 0) :
    compressedGreen H Q z - (compressedGreen H Q z)ᴴ =
        (-(2 * Complex.I * (z.im : ℂ))) •
          (compressedGreen H Q z * (compressedGreen H Q z)ᴴ) ↔
      H * Q = Q * (Qᴴ * H * Q) := by
  have hc : -(2 * Complex.I * (z.im : ℂ)) ≠ 0 := by simp [hz]
  -- by the balance, the identity says that the leakage term is zero
  rw [← leakage_eq_zero_iff hH hQ hz, compressed_balance hH hQ hz, smul_add, add_eq_left,
    smul_eq_zero, or_iff_right hc, Matrix.conjTranspose_mul_self_eq_zero]
```

Invariance doesn't involve $z$, so the identity at one non-real energy implies it at all of them.

The same condition decides whether $g$ is the Green's matrix of the compressed Hamiltonian $A=Q^*HQ$. If $g=(z-A)^{-1}$, the full identity applied to $A$ gives $g-g^*=-2i\eta\,gg^*$, hence invariance. If the subspace is invariant, then $g=Q^*GQ=Q^*Q(z-A)^{-1}=(z-A)^{-1}$.

```lean
/-- For Hermitian `H`, orthonormal columns of `Q` and non-real `z`, the compressed Green's matrix is
the Green's matrix of the compressed Hamiltonian `Q* H Q` if and only if the retained subspace is
invariant under `H`. -/
theorem compressed_eq_green_iff_invariant {H : Matrix n n ℂ} (hH : H.IsHermitian)
    {Q : Matrix n m ℂ} (hQ : Qᴴ * Q = 1) {z : ℂ} (hz : z.im ≠ 0) :
    compressedGreen H Q z = green (Qᴴ * H * Q) z ↔ H * Q = Q * (Qᴴ * H * Q) := by
  have hA := Matrix.isHermitian_conjTranspose_mul_mul Q hH
  constructor
  · intro h
    apply (compressed_identity_iff_invariant hH hQ hz).mp
    rw [h]
    exact green_sub_conjTranspose hA hz
  · intro h
    rw [compressedGreen, Matrix.mul_assoc, green_intertwines hH hA h hz, ← Matrix.mul_assoc,
      hQ, Matrix.one_mul]
```

At real energy the identity $g-g^*=-2i\eta\,gg^*$ loses its content as a test of invariance. For

$$H=\begin{pmatrix}0&1\\1&0\end{pmatrix},\qquad Q=\begin{pmatrix}1\\0\end{pmatrix},\qquad z=2,$$

one finds $g=2/3$. Both sides of the identity vanish, although the retained site is coupled to the other one.

For a finite, non-interacting Hamiltonian divided into a fragment and its surroundings, the result says that, at a non-real energy, the fragment's block of the Green's matrix equals the resolvent of its own Hamiltonian block exactly when the two parts are uncoupled.

## Two sites, one retained

Take site energies $a,b$ and a real coupling $t$, and keep the first site.

```lean
/-- A two-level Hamiltonian with site energies `a`, `b` and real coupling `t`. -/
def twoLevel (a b t : ℝ) : Matrix (Fin 2) (Fin 2) ℂ :=
  !![(a : ℂ), (t : ℂ); (t : ℂ), (b : ℂ)]

/-- The isometry that retains only the first of two sites. -/
def firstSite : Matrix (Fin 2) (Fin 1) ℂ :=
  !![1; 0]
```

Here

$$HQ=\begin{pmatrix}a\\t\end{pmatrix},\qquad Q(Q^*HQ)=\begin{pmatrix}a\\0\end{pmatrix},$$

so the subspace is invariant exactly when $t=0$. The theorem checks `hH` and `hQ` for this pair and then applies the main equivalence at every non-real $z$. The lower entry of the matrix equation, `h10`, gives $t=0$.

```lean
/-- The two-level Hamiltonian and the first-site isometry meet the hypotheses, and the compressed
identity holds for them exactly when the coupling vanishes. -/
theorem twoLevel_witness (a b t : ℝ) :
    (twoLevel a b t).IsHermitian ∧ firstSiteᴴ * firstSite = 1 ∧
      ∀ z : ℂ, z.im ≠ 0 →
        (compressedGreen (twoLevel a b t) firstSite z
            - (compressedGreen (twoLevel a b t) firstSite z)ᴴ =
          (-(2 * Complex.I * (z.im : ℂ))) •
            (compressedGreen (twoLevel a b t) firstSite z
              * (compressedGreen (twoLevel a b t) firstSite z)ᴴ) ↔ t = 0) := by
  have hH : (twoLevel a b t).IsHermitian := by
    apply Matrix.IsHermitian.ext
    intro i j
    fin_cases i <;> fin_cases j <;> simp [twoLevel]
  have hQ : firstSiteᴴ * firstSite = 1 := by
    ext i j
    fin_cases i
    fin_cases j
    simp [firstSite, Matrix.mul_apply, Fin.sum_univ_succ]
  refine ⟨hH, hQ, fun z hz => ?_⟩
  rw [compressed_identity_iff_invariant hH hQ hz]
  constructor
  · intro h
    have h10 := congrFun (congrFun h 1) 0
    simpa [twoLevel, firstSite, Matrix.mul_apply, Fin.sum_univ_succ] using h10
  · intro ht
    ext i j
    fin_cases i <;> fin_cases j <;>
      simp [twoLevel, firstSite, Matrix.mul_apply, Fin.sum_univ_succ, ht]

end

end CompressedResolvent
```

```lean
#print axioms CompressedResolvent.compressed_eq_green_iff_invariant
```

```
'CompressedResolvent.compressed_eq_green_iff_invariant' depends on axioms: [propext, Classical.choice, Quot.sound]
```
